# Single-configuration singlet and triplet energies of two electrons, measured from the closed shell: the h + J orbital gap plus or minus the exchange integral

The unoccupied orbital of a two-electron system depends on the operator that defines it. Here both orbitals, φi and φa, are eigenvectors of the same mean-field operator h + J, where h is the one-electron matrix and J is the Hartree potential of φi², the density of one electron. For two electrons of opposite spin in φi, this is the Kohn–Sham operator with exact exchange and no correlation: exchange removes half of the Hartree potential of the full density 2φi². The electron in φa therefore feels one other electron, as it does in the excited state.

## Energy differences for σ = 1 and σ = −1

Take a finite grid with points r, s, a real matrix h and a real symmetric interaction w(r,s). Let φi and φa be real and orthonormal, with

(h + J) φi = ei φi,  (h + J) φa = ea φa,  J(r) = Σ_s w(r,s) φi(s)².

The two-electron Hamiltonian H is h for each electron plus w. Write E₀ for its expectation value in φi φi, and E_σ for its expectation value in

Ψ_σ = (φi φa + σ φa φi)/√2,

where σ = 1 gives the singlet and σ = −1 the triplet. Then

E_σ − E₀ = ea − ei + σK,

K = Σ_r Σ_s φi(r) φa(r) w(r,s) φi(s) φa(s).

There is no remainder, however strong the interaction is. The result concerns expectation values, and Ψ_σ need not be an eigenstate of H.

## Checking a single-pole eigenvalue

A linear-response code that keeps one transition φi → φa and only its forward part diagonalises a 2 × 2 matrix in spin space. For the Kohn–Sham operator above, the kernel is w between all spins, from the Hartree term, and −w between like spins, from the local exchange potential. The like-spin part cancels because each spin channel holds one electron, which does not repel itself. With Δ = ea − ei the matrix is

M = [[Δ, K], [K, Δ]].

Its normalised eigenvectors are (1, σ)/√2, with eigenvalues Δ + σK. For two electrons and this exchange-only kernel, the single-pole energies of time-dependent density functional theory therefore equal the differences E_σ − E₀. If the orbital equations are converged to rounding error, a code can compute the two sides by separate routines and compare them to that accuracy.

On a uniform grid with volume element v, the vectors here are √v times the sampled orbitals, and w holds the point values of the interaction. The Coulomb interaction diverges at r = s and needs a finite replacement there.

The symmetric dimer gives numbers to compare with. For hopping t, on-site repulsion U and intersite repulsion V, the even and odd orbitals have Δ = 2t and K = (U − V)/2. The singlet lies above the triplet only when U > V.

## From the orbital equations to the energies

Write ⟨a|b⟩ for the grid sum of a(r) b(r), and

(f|g) = Σ_r Σ_s f(r) w(r,s) g(s).

For product functions of arbitrary orbitals a, b, c and d, with electron 1 in the first orbital of each pair,

⟨ab|H|cd⟩ = ⟨a|h|c⟩⟨b|d⟩ + ⟨a|c⟩⟨b|h|d⟩ + (ac|bd).

Let h_ii = ⟨φi|h|φi⟩ and h_aa = ⟨φa|h|φa⟩, and from here on abbreviate the products φi φi, φa φa and φi φa as ii, aa and ia, so that a now refers to φa. Projecting each orbital equation on its own orbital gives

h_ii + (ii|ii) = ei,

h_aa + (aa|ii) = ea.

The closed-shell energy is

E₀ = 2h_ii + (ii|ii) = h_ii + ei.

In the open-shell state the two direct terms are

⟨φi φa|H|φi φa⟩ = h_ii + h_aa + (ii|aa),

⟨φa φi|H|φa φi⟩ = h_aa + h_ii + (aa|ii).

They are equal because w is symmetric. In each cross term the one-electron parts carry a factor ⟨φi|φa⟩ = 0, which leaves (ia|ia) = K. With σ² = 1,

E_σ = ½[(1 + σ²)(h_ii + h_aa + (aa|ii)) + 2σK]
 = h_ii + h_aa + (aa|ii) + σK
 = h_ii + ea + σK.

Subtracting E₀ removes h_ii and gives the result.

The same equations show that H does not couple φi φi to Ψ_σ. Both ⟨φi φi|H|φi φa⟩ and ⟨φi φi|H|φa φi⟩ reduce to

⟨φi|h|φa⟩ + (ia|ii) = ea ⟨φi|φa⟩ = 0.

For the spin matrix, M(1, σ) = (Δ + σK, K + σΔ). The second component equals σ(Δ + σK) because σ² = 1.

## The Lean definitions and proofs

A two-electron function is a real function on `n × n`, and `pair a b` is a product function. `hamiltonian` is the Kronecker sum of `h` with itself plus a diagonal matrix holding `w`. `coulomb w f g` is (f|g), `meanField` is h + J, and `openShell` is Ψ_σ. `energy` is a quadratic form without division by the norm. It is an expectation value here because `openShell_normalised` gives Ψ_σ norm one, and `pair_overlap` does the same for φi φi.

```lean
import Mathlib

open Matrix
open scoped Kronecker

namespace TwoElectronSinglePoles

noncomputable section

variable {n : Type*} [Fintype n] [DecidableEq n]

/-- The product wave function with electron 1 in orbital `a` and electron 2 in orbital `b`. -/
def pair (a b : n → ℝ) : n × n → ℝ := fun p => a p.1 * b p.2

/-- The interaction integral of two charge distributions `f` and `g` on the grid. -/
def coulomb (w : Matrix n n ℝ) (f g : n → ℝ) : ℝ := ∑ r, ∑ s, f r * w r s * g s

/-- The two-electron Hamiltonian: `h` for each electron plus the interaction `w`. -/
def hamiltonian (h w : Matrix n n ℝ) : Matrix (n × n) (n × n) ℝ :=
  h ⊗ₖ (1 : Matrix n n ℝ) + (1 : Matrix n n ℝ) ⊗ₖ h + diagonal (fun p => w p.1 p.2)

/-- The quadratic form of the Hamiltonian, which is the energy expectation value
of a normalised wave function. -/
def energy (h w : Matrix n n ℝ) (Ψ : n × n → ℝ) : ℝ := Ψ ⬝ᵥ (hamiltonian h w *ᵥ Ψ)

/-- The Hartree potential at site `r` of the density `φ²`. -/
def hartree (w : Matrix n n ℝ) (φ : n → ℝ) (r : n) : ℝ := ∑ s, w r s * φ s ^ 2

/-- The one-electron operator `h + J`, with `J` the Hartree potential of `φ²`. -/
def meanField (h w : Matrix n n ℝ) (φ : n → ℝ) : Matrix n n ℝ := h + diagonal (hartree w φ)

/-- The spatial function `(φi φa + σ φa φi)/√2`: singlet for `σ = 1`, triplet for `σ = -1`. -/
def openShell (φi φa : n → ℝ) (σ : ℝ) : n × n → ℝ :=
  (√2 : ℝ)⁻¹ • (pair φi φa + σ • pair φa φi)

/-- The single-pole matrix in spin space for the transition `φi → φa` with orbital gap `Δ`.
The kernel is `w` (Hartree) for all spins, minus `w` (exchange) for like spins. -/
def spinPoleMatrix (w : Matrix n n ℝ) (φi φa : n → ℝ) (Δ : ℝ) : Matrix (Fin 2) (Fin 2) ℝ :=
  Matrix.of fun s t => (if s = t then Δ else 0) +
    coulomb (w - if s = t then w else 0) (φi * φa) (φi * φa)

omit [DecidableEq n] in
/-- The overlap of two product functions is the product of the orbital overlaps. -/
theorem pair_overlap (a b c d : n → ℝ) :
    pair a b ⬝ᵥ pair c d = (a ⬝ᵥ c) * (b ⬝ᵥ d) := by
  simp only [dotProduct, pair, Fintype.sum_prod_type, Finset.sum_mul_sum]
  exact Finset.sum_congr rfl fun _ _ => Finset.sum_congr rfl fun _ _ => by ring

/-- Matrix elements of the Hamiltonian between product functions consist of two one-electron
terms and one interaction integral. -/
theorem matrix_element (h w : Matrix n n ℝ) (a b c d : n → ℝ) :
    pair a b ⬝ᵥ (hamiltonian h w *ᵥ pair c d) =
      (a ⬝ᵥ (h *ᵥ c)) * (b ⬝ᵥ d) + (a ⬝ᵥ c) * (b ⬝ᵥ (h *ᵥ d)) + coulomb w (a * c) (b * d) := by
  -- a Kronecker product acts on each electron separately
  have kron : ∀ A B : Matrix n n ℝ, (A ⊗ₖ B) *ᵥ pair c d = pair (A *ᵥ c) (B *ᵥ d) := by
    intro A B
    ext ⟨r, s⟩
    simp only [Matrix.mulVec, dotProduct, pair, Matrix.kroneckerMap_apply,
      Fintype.sum_prod_type, Finset.sum_mul_sum]
    exact Finset.sum_congr rfl fun _ _ => Finset.sum_congr rfl fun _ _ => by ring
  have inter : pair a b ⬝ᵥ (diagonal (fun p : n × n => w p.1 p.2) *ᵥ pair c d) =
      coulomb w (a * c) (b * d) := by
    simp only [dotProduct, Matrix.mulVec_diagonal, Fintype.sum_prod_type, coulomb, pair,
      Pi.mul_apply]
    exact Finset.sum_congr rfl fun _ _ => Finset.sum_congr rfl fun _ _ => by ring
  rw [hamiltonian, Matrix.add_mulVec, Matrix.add_mulVec, dotProduct_add, dotProduct_add,
    kron, kron, inter, pair_overlap, pair_overlap, Matrix.one_mulVec, Matrix.one_mulVec]

omit [DecidableEq n] in
/-- For a symmetric interaction the two charge distributions may be exchanged. -/
theorem coulomb_comm {w : Matrix n n ℝ} (hw : w.IsSymm) (f g : n → ℝ) :
    coulomb w f g = coulomb w g f := by
  unfold coulomb
  rw [Finset.sum_comm]
  refine Finset.sum_congr rfl fun x _ => Finset.sum_congr rfl fun y _ => ?_
  rw [hw.apply]
  ring

/-- The orbital equation `(h + J) φ = e φ`, projected on an arbitrary orbital `χ`. -/
theorem orbital_projection {h w : Matrix n n ℝ} {φi φ : n → ℝ} {e : ℝ}
    (he : meanField h w φi *ᵥ φ = e • φ) (χ : n → ℝ) :
    χ ⬝ᵥ (h *ᵥ φ) + coulomb w (χ * φ) (φi * φi) = e * (χ ⬝ᵥ φ) := by
  have key := congrArg (fun v => χ ⬝ᵥ v) he
  simp only [meanField, Matrix.add_mulVec, dotProduct_add, dotProduct_smul, smul_eq_mul] at key
  rw [← key]
  congr 1
  simp only [dotProduct, Matrix.mulVec_diagonal, coulomb, hartree, Pi.mul_apply,
    Finset.mul_sum, Finset.sum_mul]
  exact Finset.sum_congr rfl fun _ _ => Finset.sum_congr rfl fun _ _ => by ring

omit [DecidableEq n] in
/-- For orthonormal orbitals and `σ = ±1` the open-shell function is normalised. -/
theorem openShell_normalised {φi φa : n → ℝ} {σ : ℝ} (hσ : σ ^ 2 = 1)
    (hii : φi ⬝ᵥ φi = 1) (haa : φa ⬝ᵥ φa = 1) (hia : φi ⬝ᵥ φa = 0) :
    openShell φi φa σ ⬝ᵥ openShell φi φa σ = 1 := by
  have hai : φa ⬝ᵥ φi = 0 := by rw [dotProduct_comm, hia]
  have h2 : ((√2 : ℝ)⁻¹) ^ 2 = 1 / 2 := by
    rw [inv_pow, Real.sq_sqrt (by norm_num)]; norm_num
  simp only [openShell, smul_dotProduct, dotProduct_smul, add_dotProduct, dotProduct_add,
    smul_eq_mul, pair_overlap, hii, haa, hia, hai]
  linear_combination (1 + σ ^ 2) * h2 + 1 / 2 * hσ

/-- For a symmetric interaction and orthonormal eigenvectors `φi`, `φa` of `h + J`, the energy of
the singlet (`σ = 1`) or triplet (`σ = -1`) exceeds that of `φi φi` by the orbital gap plus `σ`
times the exchange integral. -/
theorem excitation_energy {h w : Matrix n n ℝ} (hw : w.IsSymm) {φi φa : n → ℝ} {ei ea σ : ℝ}
    (hσ : σ ^ 2 = 1) (hii : φi ⬝ᵥ φi = 1) (haa : φa ⬝ᵥ φa = 1) (hia : φi ⬝ᵥ φa = 0)
    (hi : meanField h w φi *ᵥ φi = ei • φi) (ha : meanField h w φi *ᵥ φa = ea • φa) :
    energy h w (openShell φi φa σ) - energy h w (pair φi φi) =
      ea - ei + σ * coulomb w (φi * φa) (φi * φa) := by
  have hai : φa ⬝ᵥ φi = 0 := by rw [dotProduct_comm, hia]
  have h2 : ((√2 : ℝ)⁻¹) ^ 2 = 1 / 2 := by
    rw [inv_pow, Real.sq_sqrt (by norm_num)]; norm_num
  have hs := coulomb_comm hw (φa * φa) (φi * φi)
  have hc : φa * φi = φi * φa := mul_comm _ _
  -- orbital energies in terms of one-electron and interaction integrals
  have Ei := orbital_projection hi φi
  have Ea := orbital_projection ha φa
  rw [hii] at Ei
  rw [haa, hs] at Ea
  -- orthogonality removes the one-electron cross terms
  simp only [energy, openShell, Matrix.mulVec_smul, Matrix.mulVec_add, smul_dotProduct,
    dotProduct_smul, add_dotProduct, dotProduct_add, smul_eq_mul, matrix_element,
    hii, haa, hia, hai, hc, hs]
  linear_combination
    ((1 + σ ^ 2) * (φi ⬝ᵥ (h *ᵥ φi) + φa ⬝ᵥ (h *ᵥ φa) + coulomb w (φi * φi) (φa * φa))
      + 2 * σ * coulomb w (φi * φa) (φi * φa)) * h2
    + 1 / 2 * (φi ⬝ᵥ (h *ᵥ φi) + φa ⬝ᵥ (h *ᵥ φa) + coulomb w (φi * φi) (φa * φa)) * hσ
    + Ea - Ei

/-- For a symmetric interaction, a normalised `φi` and an eigenvector `φa` of `h + J` orthogonal to
`φi`, the matrix element of the Hamiltonian with `φi φi` on the left and the open-shell function on
the right is zero. -/
theorem no_coupling {h w : Matrix n n ℝ} (hw : w.IsSymm) {φi φa : n → ℝ} {ea : ℝ} (σ : ℝ)
    (hii : φi ⬝ᵥ φi = 1) (hia : φi ⬝ᵥ φa = 0)
    (ha : meanField h w φi *ᵥ φa = ea • φa) :
    pair φi φi ⬝ᵥ (hamiltonian h w *ᵥ openShell φi φa σ) = 0 := by
  have hs := coulomb_comm hw (φi * φi) (φi * φa)
  have Ea := orbital_projection ha φi
  rw [hia] at Ea
  simp only [openShell, Matrix.mulVec_smul, Matrix.mulVec_add, dotProduct_smul,
    dotProduct_add, smul_eq_mul, matrix_element, hii, hia, hs]
  linear_combination (√2 : ℝ)⁻¹ * (1 + σ) * Ea

/-- Under the hypotheses of `excitation_energy`, the spin vector `(1, σ)` is an eigenvector of the
single-pole matrix, and its eigenvalue is the difference of the two energy expectation values. -/
theorem single_pole_eq_energy_difference {h w : Matrix n n ℝ} (hw : w.IsSymm)
    {φi φa : n → ℝ} {ei ea σ : ℝ}
    (hσ : σ ^ 2 = 1) (hii : φi ⬝ᵥ φi = 1) (haa : φa ⬝ᵥ φa = 1) (hia : φi ⬝ᵥ φa = 0)
    (hi : meanField h w φi *ᵥ φi = ei • φi) (ha : meanField h w φi *ᵥ φa = ea • φa) :
    spinPoleMatrix w φi φa (ea - ei) *ᵥ ![1, σ] =
      (energy h w (openShell φi φa σ) - energy h w (pair φi φi)) • ![1, σ] := by
  rw [excitation_energy hw hσ hii haa hia hi ha]
  have h0 : coulomb (0 : Matrix n n ℝ) (φi * φa) (φi * φa) = 0 := by simp [coulomb]
  -- like-spin Hartree and exchange kernels cancel
  have hM : spinPoleMatrix w φi φa (ea - ei) =
      !![ea - ei, coulomb w (φi * φa) (φi * φa); coulomb w (φi * φa) (φi * φa), ea - ei] := by
    ext s t
    fin_cases s <;> fin_cases t <;> simp [spinPoleMatrix, h0]
  rw [hM]
  generalize coulomb w (φi * φa) (φi * φa) = K
  generalize ea - ei = Δ
  ext s
  fin_cases s
  · simp [Matrix.mulVec, dotProduct, Fin.sum_univ_two]
    ring
  · simp [Matrix.mulVec, dotProduct, Fin.sum_univ_two]
    linear_combination (-K) * hσ

/-- The two-site dimer with hopping `t`, on-site repulsion `U` and intersite repulsion `V` meets
the hypotheses with its even and odd orbitals, and its exchange integral is `(U - V)/2`. -/
theorem dimer_witness (t U V : ℝ) :
    let h : Matrix (Fin 2) (Fin 2) ℝ := !![0, -t; -t, 0]
    let w : Matrix (Fin 2) (Fin 2) ℝ := !![U, V; V, U]
    let φi : Fin 2 → ℝ := ![(√2 : ℝ)⁻¹, (√2 : ℝ)⁻¹]
    let φa : Fin 2 → ℝ := ![(√2 : ℝ)⁻¹, -(√2 : ℝ)⁻¹]
    w.IsSymm ∧ φi ⬝ᵥ φi = 1 ∧ φa ⬝ᵥ φa = 1 ∧ φi ⬝ᵥ φa = 0 ∧
      meanField h w φi *ᵥ φi = (-t + (U + V) / 2) • φi ∧
      meanField h w φi *ᵥ φa = (t + (U + V) / 2) • φa ∧
      coulomb w (φi * φa) (φi * φa) = (U - V) / 2 := by
  have hc : ((√2 : ℝ)⁻¹) ^ 2 = 1 / 2 := by
    rw [inv_pow, Real.sq_sqrt (by norm_num)]; norm_num
  generalize (√2 : ℝ)⁻¹ = c at hc ⊢
  intro h w φi φa
  refine ⟨Matrix.IsSymm.ext fun i j => by fin_cases i <;> fin_cases j <;> rfl,
    ?_, ?_, ?_, ?_, ?_, ?_⟩
  · simp [φi, dotProduct, Fin.sum_univ_two]
    linear_combination 2 * hc
  · simp [φa, dotProduct, Fin.sum_univ_two]
    linear_combination 2 * hc
  · simp [φi, φa, dotProduct, Fin.sum_univ_two]
  · ext i
    fin_cases i <;>
      simp [h, w, φi, meanField, hartree, Matrix.mulVec, dotProduct, Fin.sum_univ_two] <;>
      linear_combination (U + V) * c * hc
  · ext i
    fin_cases i
    · simp [h, w, φi, φa, meanField, hartree, Matrix.mulVec, dotProduct, Fin.sum_univ_two]
      linear_combination (U + V) * c * hc
    · simp [h, w, φi, φa, meanField, hartree, Matrix.mulVec, dotProduct, Fin.sum_univ_two]
      linear_combination (-(U + V)) * c * hc
  · simp [w, φi, φa, coulomb, Fin.sum_univ_two]
    linear_combination 2 * (U - V) * (c ^ 2 + 1 / 2) * hc

end

end TwoElectronSinglePoles
```

```lean
#print axioms TwoElectronSinglePoles.openShell_normalised
#print axioms TwoElectronSinglePoles.excitation_energy
#print axioms TwoElectronSinglePoles.no_coupling
#print axioms TwoElectronSinglePoles.single_pole_eq_energy_difference
```

```
'TwoElectronSinglePoles.openShell_normalised' depends on axioms: [propext, Classical.choice, Quot.sound]
'TwoElectronSinglePoles.excitation_energy' depends on axioms: [propext, Classical.choice, Quot.sound]
'TwoElectronSinglePoles.no_coupling' depends on axioms: [propext, Classical.choice, Quot.sound]
'TwoElectronSinglePoles.single_pole_eq_energy_difference' depends on axioms: [propext, Classical.choice, Quot.sound]
```

`matrix_element` proves the product-function formula: a Kronecker product acts on each electron separately, and the diagonal part gives the interaction integral. `orbital_projection` takes the inner product of an orbital equation with any χ, and `coulomb_comm` exchanges the two charge distributions.

In `excitation_energy`, `simp only` expands the energies and removes the vanishing overlaps. The closing `linear_combination` then uses (1/√2)² = 1/2, σ² = 1 and the difference of the two projected orbital equations, which are the same ingredients as in the derivation. `no_coupling` projects the equation for φa on φi.

`single_pole_eq_energy_difference` replaces the energy difference by Δ + σK, evaluates the four entries of `spinPoleMatrix` and checks both components for the unnormalised vector `![1, σ]`. `dimer_witness` verifies the orbital equations and the value of K for the two-site model.

## One transition, given orbitals, symmetric w

`excitation_energy` holds for every finite grid, every real `h` and every symmetric `w`, provided that the orbitals satisfy the stated equations. Two orthonormal orbitals need at least two grid points. Symmetry of `h` is not required, although a physical Hamiltonian has it. Neither orbital has to be the lowest one, so Δ may have either sign.

Solutions of the self-consistent equation for φi are assumed, except in the dimer, where they are given. Spin enters through the exchange symmetry of the spatial function, so one triplet function stands for all three spin components. The theorems do not treat mixing between several transitions, the backward part of the response equations, correlation kernels or the continuum limit. Agreement between a code and the identity therefore tests the code's integrals and signs, and says nothing about how close the energies are to exact excitation energies.

The symmetry of w is a real condition. Take two sites, h = 0, φi = (1, 0), φa = (0, 1), and let w(1,2) = 1 be the only nonzero entry of w. Then J = 0, so ei = ea = 0, and K = 0 because the orbitals do not overlap on any site. The identity would give E_σ − E₀ = 0, but

E_σ − E₀ = ½[w(1,2) + w(2,1)] = ½.

If w is replaced by its symmetric part, then ea = ½ and the two sides agree. An interaction table filled on only one side of the diagonal can produce this error; it goes unnoticed when (ii|aa) and (aa|ii) happen to be equal.

The unoccupied orbital could also have been defined by the Hartree–Fock operator h + 2J − X, where X is the exchange operator built from φi. On φi it acts as h + J, so ei is unchanged. A normalised unoccupied eigenvector φa, orthogonal to φi and with eigenvalue εa, now satisfies

εa = h_aa + 2(aa|ii) − K,

and the energy difference becomes

E_σ − E₀ = εa − ei − (aa|ii) + (1 + σ)K.

The triplet then lies at the Hartree–Fock gap minus the direct integral (aa|ii), and the singlet lies 2K above the triplet. A code that puts the Hartree–Fock gap εa − ei in place of ea − ei in the h + J formula misses the amount K − (aa|ii). This variant and the asymmetric example are worked out only in the prose, not in the Lean file.
